# On an odd ring, the discrete Wigner function is real and has the position and momentum densities as its marginals

Put one particle on site 0 of a ring of ten sites, form the discrete Wigner function defined below, and sum it over crystal momentum. The result is 1 at site 0, as it should be, and also 1 at site 5, where there is no particle. The total probability has doubled. On a ring with an odd number of sites this ghost is absent, and both marginals come out right.

The setting is a single particle on a Born-von Karman ring with one amplitude per site, as in a non-interacting tight-binding chain with one orbital per site and orthonormal orbitals. There the Wigner function gives a phase-space picture of a state whose row and column sums can be compared with the two densities.

## A ring of N sites and its phases

Sites and crystal momenta are both labelled by residues modulo \(N\), with \(N\ge 1\). The label \(k\) stands for the wavenumber \(2\pi k/(Nd)\), where \(d\) is the lattice spacing. Lean's type for the residues is `ZMod N`, so a state `ψ : ZMod N → ℂ` is periodic by construction.

```lean
import Mathlib

open ComplexConjugate

namespace DiscreteWigner

noncomputable section

variable {N : ℕ} [NeZero N]
```

Each residue \(a\) carries the phase \(e^{2\pi i a/N}\), which is unchanged when \(a\) shifts by \(N\).

```lean
/-- The lattice phase `exp(2πi a/N)` attached to a residue `a` modulo `N`. -/
def phase (a : ZMod N) : ℂ := ZMod.stdAddChar (N := N) a
```

The Wigner function correlates the amplitudes at two sites placed symmetrically about \(x\) and Fourier transforms in the displacement \(y\):
\[
W(x,k)=\frac1N\sum_y \overline{\psi(x-y)}\,\psi(x+y)\,e^{-4\pi i k y/N}.
\]

```lean
/-- The discrete Wigner function of a state `ψ` on a ring of `N` sites, at position `x` and
crystal momentum `k`. -/
def wigner (ψ : ZMod N → ℂ) (x k : ZMod N) : ℂ :=
  (1 / (N : ℂ)) * ∑ y, conj (ψ (x - y)) * ψ (x + y) * phase (-(2 * k * y))
```

`wigner` takes complex values, so its reality has to be proved. The momentum amplitude is the Fourier sum without a prefactor,
\[
\hat\psi(k)=\sum_x \psi(x)\,e^{-2\pi i kx/N}.
\]

```lean
/-- The unnormalised crystal-momentum amplitude, the discrete Fourier sum of `ψ`. -/
def momentumAmplitude (ψ : ZMod N → ℂ) (k : ZMod N) : ℂ :=
  ∑ x, ψ x * phase (-(k * x))
```

For a state with \(\sum_x|\psi(x)|^2=1\), the probability of crystal momentum \(k\) is therefore \(|\hat\psi(k)|^2/N\). The theorems hold for any \(\psi\), normalised or not.

The code writes the Wigner phase as `phase (-(2 * k * y))`. With \(k\) and \(y\) represented by integers from 0 to \(N-1\), this is \(e^{2\pi i(-2ky)/N}=e^{-4\pi i ky/N}\).

```lean
/-- The phase in the Wigner function is `exp(-4πi k y/N)`. -/
theorem phase_eq_exp (k y : ZMod N) :
    phase (-(2 * k * y)) =
      Complex.exp (-4 * Real.pi * Complex.I * (k.val : ℂ) * (y.val : ℂ) / N) := by
  have h : -(2 * k * y) = ((-(2 * (k.val : ℤ) * (y.val : ℤ)) : ℤ) : ZMod N) := by
    simp
  rw [h, phase, ZMod.stdAddChar_coe]
  congr 1
  push_cast
  ring
```

Two rules for exponentials are used below. For residues \(a\) and \(b\), the first is \(e^{2\pi i(a+b)/N}=e^{2\pi i a/N}e^{2\pi i b/N}\).

```lean
/-- Phases multiply when their arguments are added. -/
theorem phase_add (a b : ZMod N) : phase (a + b) = phase a * phase b :=
  AddChar.map_add_eq_mul _ a b
```

The second is \(\overline{e^{2\pi i a/N}}=e^{-2\pi i a/N}\).

```lean
/-- Complex conjugation reverses the argument of a phase. -/
theorem phase_conj (a : ZMod N) : conj (phase a) = phase (-a) :=
  (AddChar.map_neg_eq_conj _ a).symm
```

## The momentum sum selects displacements with 2y = 0

Fix \(y\) and set \(r=e^{-4\pi i y/N}\), so that \(r^N=1\). If \(N\) divides \(2y\), then \(r=1\) and \(\sum_k r^k=N\). Otherwise \(r\neq1\) and the geometric sum is \((r^N-1)/(r-1)=0\).

```lean
/-- Summing the Wigner phase over all crystal momenta gives `N` if `2y = 0` on the ring,
and zero otherwise. -/
theorem sum_phase (y : ZMod N) :
    ∑ k : ZMod N, phase (-(2 * k * y)) = if 2 * y = 0 then (N : ℂ) else 0 := by
  have h1 : ∑ k : ZMod N, phase (-(2 * k * y)) =
      ∑ k : ZMod N, ZMod.stdAddChar (N := N) (k * (-(2 * y))) :=
    Finset.sum_congr rfl fun k _ => congrArg phase (by ring)
  rw [h1, AddChar.sum_mulShift _ (ZMod.isPrimitive_stdAddChar N)]
  by_cases hy : 2 * y = 0 <;> simp [hy, ZMod.card]
```

Lean takes this orthogonality from Mathlib's `AddChar.sum_mulShift`. The condition `2 * y = 0` is an equation between residues, and its solutions depend on the parity of \(N\).

If \(N=2m+1\), then \(2m+1=0\) on the ring, so \(2\cdot(-m)=1\) and 2 has the inverse \(h=-m\).

```lean
omit [NeZero N] in
/-- On a ring with an odd number of sites, 2 has an inverse modulo `N`. -/
theorem exists_half (hN : Odd N) : ∃ h : ZMod N, 2 * h = 1 := by
  obtain ⟨m, hm⟩ := hN
  have h0 : ((2 * m + 1 : ℕ) : ZMod N) = 0 := by
    rw [← hm]
    exact ZMod.natCast_self N
  push_cast at h0
  exact ⟨-(m : ZMod N), by linear_combination -h0⟩
```

## Centre and displacement become two end points

Let \(u=x-y\) and \(v=x+y\). Then \(u+v=2x\) and \(v-u=2y\), and for odd \(N\) these can be solved:
\[
x=h(u+v),\qquad y=h(v-u).
\]
Every pair \((u,v)\) thus comes from exactly one pair \((x,y)\), and
\[
\sum_{x,y}F(x-y,x+y)=\sum_{u,v}F(u,v).
\]

```lean
/-- For odd `N`, a double sum over centre `x` and displacement `y` is a double sum over the two
end points `x - y` and `x + y`. -/
theorem sum_centre_displacement (hN : Odd N) (F : ZMod N → ZMod N → ℂ) :
    ∑ x, ∑ y, F (x - y) (x + y) = ∑ u, ∑ v, F u v := by
  obtain ⟨h, hh⟩ := exists_half hN
  let e : ZMod N × ZMod N ≃ ZMod N × ZMod N :=
    { toFun := fun p => (p.1 - p.2, p.1 + p.2)
      invFun := fun q => (h * (q.1 + q.2), h * (q.2 - q.1))
      left_inv := fun p => Prod.ext
        (by dsimp only; linear_combination p.1 * hh)
        (by dsimp only; linear_combination p.2 * hh)
      right_inv := fun q => Prod.ext
        (by dsimp only; linear_combination q.1 * hh)
        (by dsimp only; linear_combination q.2 * hh) }
  rw [← Fintype.sum_prod_type', ← Fintype.sum_prod_type']
  exact Fintype.sum_equiv e _ _ fun p => rfl
```

The equivalence `e` contains the two maps, and its `left_inv` and `right_inv` fields check that each undoes the other.

## Reality and the two marginals

For any \(N\), exchanging the two finite sums and applying the orthogonality relation gives
\[
\sum_k W(x,k)=\frac1N\sum_y\overline{\psi(x-y)}\,\psi(x+y)\sum_k e^{-4\pi i ky/N}
=\sum_{y:\,2y=0}\overline{\psi(x-y)}\,\psi(x+y).
\]

```lean
/-- For any `N`, the sum of the Wigner function over crystal momentum keeps exactly the
displacements with `2y = 0`. -/
theorem sum_momentum (ψ : ZMod N → ℂ) (x : ZMod N) :
    ∑ k, wigner ψ x k = ∑ y, if 2 * y = 0 then conj (ψ (x - y)) * ψ (x + y) else 0 := by
  have hN0 : (N : ℂ) ≠ 0 := Nat.cast_ne_zero.mpr (NeZero.ne N)
  unfold wigner
  rw [← Finset.mul_sum, Finset.sum_comm, Finset.mul_sum]
  refine Finset.sum_congr rfl fun y _ => ?_
  rw [← Finset.mul_sum, sum_phase]
  split_ifs
  · field_simp
  · simp
```

Now let \(N\) be odd.

*Reality.* Conjugate \(W\), then replace \(y\) by \(-y\):
\[
\overline{W(x,k)}=\frac1N\sum_y\psi(x-y)\,\overline{\psi(x+y)}\,e^{4\pi i ky/N}
=\frac1N\sum_y\psi(x+y)\,\overline{\psi(x-y)}\,e^{-4\pi i ky/N}=W(x,k).
\]

*Position density.* If \(2y=0\), then \(y=h\cdot 2y=0\). One term survives, and \(\sum_kW(x,k)=|\psi(x)|^2\).

*Momentum density.* Since \(-2ky=k(x-y)-k(x+y)\), the phase splits between the end points, and the double sum factorises:
\[
\sum_xW(x,k)=\frac1N\,\overline{\sum_u\psi(u)e^{-2\pi i ku/N}}\;\sum_v\psi(v)e^{-2\pi i kv/N}
=\frac{|\hat\psi(k)|^2}{N}.
\]

```lean
/-- For odd `N` the discrete Wigner function is real, its sum over crystal momentum is the position
density, and its sum over position is the squared modulus of the unnormalised crystal-momentum
amplitude, divided by `N`. -/
theorem wigner_real_and_marginals (hN : Odd N) (ψ : ZMod N → ℂ) :
    (∀ x k, (wigner ψ x k).im = 0) ∧
    (∀ x, ∑ k, wigner ψ x k = (‖ψ x‖ : ℂ) ^ 2) ∧
    (∀ k, ∑ x, wigner ψ x k = (‖momentumAmplitude ψ k‖ : ℂ) ^ 2 / N) := by
  refine ⟨fun x k => ?_, fun x => ?_, fun k => ?_⟩
  · -- conjugation is undone by the reflection y → -y
    rw [← Complex.conj_eq_iff_im]
    unfold wigner
    rw [map_mul, map_sum]
    congr 1
    · simp
    · rw [← Equiv.sum_comp (Equiv.neg (ZMod N))]
      refine Finset.sum_congr rfl fun y _ => ?_
      simp only [Equiv.neg_apply, map_mul, Complex.conj_conj, phase_conj]
      rw [show x - -y = x + y by ring, show x + -y = x - y by ring,
        show - -(2 * k * -y) = -(2 * k * y) by ring]
      ring
  · -- only the displacement y = 0 survives
    obtain ⟨h, hh⟩ := exists_half hN
    rw [sum_momentum, Finset.sum_eq_single 0]
    · simp [Complex.conj_mul']
    · intro y _ hy
      exact if_neg fun h2 => hy (by linear_combination h * h2 - y * hh)
    · simp
  · -- in end-point coordinates the double sum factorises
    have hF := sum_centre_displacement hN
      (fun u v => conj (ψ u * phase (-(k * u))) * (ψ v * phase (-(k * v))))
    rw [← Finset.sum_mul_sum, ← map_sum] at hF
    change _ = conj (momentumAmplitude ψ k) * momentumAmplitude ψ k at hF
    rw [Complex.conj_mul'] at hF
    unfold wigner
    rw [← Finset.mul_sum, ← hF, one_div_mul_eq_div]
    congr 1
    refine Finset.sum_congr rfl fun x _ => Finset.sum_congr rfl fun y _ => ?_
    rw [map_mul, phase_conj,
      show -(2 * k * y) = - -(k * (x - y)) + -(k * (x + y)) by ring, phase_add]
    ring
```

The theorem reads: if \(N\) is odd, then for every state \(\psi\) the imaginary part of \(W(x,k)\) vanishes at every \(x\) and \(k\), and the two sums have the stated values. The marginals are equations between complex numbers, with the real norms regarded as complex.

The three bullets of the proof follow the three arguments. The first reflects the sum with `Equiv.neg`, and never uses oddness. The second isolates \(y=0\) with `Finset.sum_eq_single`. The third applies `sum_centre_displacement` to the product of the two Fourier summands.

## Overlaps from phase space

For two states on an odd ring, the product of their Wigner functions contains displacements \(y\) and \(z\) with phase \(e^{-4\pi i k(y+z)/N}\). The sum over \(k\) gives \(N\) when \(z=-y\) and zero otherwise, so
\[
\sum_kW_\psi(x,k)W_\varphi(x,k)=\frac1N\sum_y\overline{\psi(x-y)}\,\varphi(x-y)\;\psi(x+y)\,\overline{\varphi(x+y)}.
\]
Summing over \(x\) and passing to end points separates the factors:
\[
\sum_{x,k}W_\psi W_\varphi=\frac1N\sum_u\overline{\psi(u)}\varphi(u)\sum_v\psi(v)\overline{\varphi(v)}
=\frac1N\Bigl|\sum_x\overline{\psi(x)}\varphi(x)\Bigr|^2 .
\]

```lean
/-- For odd `N`, the phase-space sum of the product of two Wigner functions is the squared
modulus of the overlap of the two states, divided by `N`. -/
theorem wigner_overlap (hN : Odd N) (ψ φ : ZMod N → ℂ) :
    ∑ x, ∑ k, wigner ψ x k * wigner φ x k = (‖∑ x, conj (ψ x) * φ x‖ : ℂ) ^ 2 / N := by
  have hN0 : (N : ℂ) ≠ 0 := Nat.cast_ne_zero.mpr (NeZero.ne N)
  obtain ⟨h, hh⟩ := exists_half hN
  -- the momentum sum ties the two displacements together: z = -y
  have hx : ∀ x, ∑ k, wigner ψ x k * wigner φ x k = (1 / (N : ℂ)) *
      ∑ y, (conj (ψ (x - y)) * φ (x - y)) * (ψ (x + y) * conj (φ (x + y))) := by
    intro x
    calc ∑ k, wigner ψ x k * wigner φ x k
        = ∑ k, ∑ y, ∑ z, ((1 / (N : ℂ)) ^ 2 * (conj (ψ (x - y)) * ψ (x + y) *
            (conj (φ (x - z)) * φ (x + z)))) * phase (-(2 * k * (y + z))) := by
          refine Finset.sum_congr rfl fun k _ => ?_
          unfold wigner
          rw [mul_mul_mul_comm, Finset.sum_mul_sum, Finset.mul_sum]
          refine Finset.sum_congr rfl fun y _ => ?_
          rw [Finset.mul_sum]
          refine Finset.sum_congr rfl fun z _ => ?_
          rw [show -(2 * k * (y + z)) = -(2 * k * y) + -(2 * k * z) by ring, phase_add]
          ring
      _ = _ := by
          rw [Finset.sum_comm, Finset.mul_sum]
          refine Finset.sum_congr rfl fun y _ => ?_
          rw [Finset.sum_comm, Finset.sum_eq_single (-y)]
          · rw [← Finset.mul_sum, sum_phase, if_pos (by ring),
              show x - -y = x + y by ring, show x + -y = x - y by ring]
            field_simp
          · intro z _ hz
            rw [← Finset.mul_sum, sum_phase, if_neg, mul_zero]
            exact fun h2 => hz (by linear_combination h * h2 - (y + z) * hh)
          · simp
  have hF := sum_centre_displacement hN
    (fun u v => (conj (ψ u) * φ u) * (ψ v * conj (φ v)))
  have hc : ∑ v, ψ v * conj (φ v) = conj (∑ v, conj (ψ v) * φ v) := by
    simp [map_sum]
  rw [← Finset.sum_mul_sum, hc, Complex.mul_conj'] at hF
  rw [Finset.sum_congr rfl fun x _ => hx x, ← Finset.mul_sum, hF]
  ring
```

The intermediate statement `hx` is the first displayed formula, and `hF` supplies the factorisation. For a normalised state paired with itself the value is \(1/N\).

## The ghost on an even ring

Let \(N=2M\) and represent \(y\) by an integer with \(0\le y<N\). If \(N\) divides \(2y\), then \(2y<2N\) leaves only \(2y=0\) or \(2y=N\), that is, \(y=0\) or \(y=M\). The second displacement reaches the same site in both directions, because \(x-M=x+M\) on the ring. Hence
\[
\sum_kW(x,k)=|\psi(x)|^2+|\psi(x+M)|^2 .
\]

```lean
/-- For even `N = 2M` the sum over crystal momentum is the density at `x` plus the density at
the opposite site `x + M`. -/
theorem sum_momentum_even (M : ℕ) (hM : N = 2 * M) (ψ : ZMod N → ℂ) (x : ZMod N) :
    ∑ k, wigner ψ x k = (‖ψ x‖ : ℂ) ^ 2 + (‖ψ (x + (M : ZMod N))‖ : ℂ) ^ 2 := by
  have hpos : 0 < N := Nat.pos_of_ne_zero (NeZero.ne N)
  have h2M : 2 * (M : ZMod N) = 0 := by
    have h := (CharP.cast_eq_zero_iff (ZMod N) N (2 * M)).2 (dvd_of_eq hM)
    push_cast at h
    exact h
  have hM0 : (0 : ZMod N) ≠ (M : ZMod N) := by
    intro h
    have hd := Nat.le_of_dvd (by omega) ((CharP.cast_eq_zero_iff (ZMod N) N M).1 h.symm)
    omega
  -- the only solutions of 2y = 0 are y = 0 and y = M
  have hsol : ∀ y : ZMod N, 2 * y = 0 → y = 0 ∨ y = (M : ZMod N) := by
    intro y hy
    have hv : ((y.val : ℕ) : ZMod N) = y := ZMod.natCast_zmod_val y
    have hlt : y.val < N := ZMod.val_lt y
    have hd : N ∣ 2 * y.val := by
      rw [← CharP.cast_eq_zero_iff (ZMod N) N, Nat.cast_mul, hv]
      exact_mod_cast hy
    obtain ⟨c, hc⟩ := hd
    have hc2 : c < 2 := by
      by_contra hcon
      have := Nat.mul_le_mul_left N (not_lt.mp hcon)
      omega
    interval_cases c
    · left
      rw [← hv, show y.val = 0 by omega, Nat.cast_zero]
    · right
      rw [← hv, show y.val = M by omega]
  rw [sum_momentum, Fintype.sum_eq_add 0 (M : ZMod N) hM0]
  · rw [if_pos (mul_zero 2), if_pos h2M, sub_zero, add_zero,
      show x - (M : ZMod N) = x + (M : ZMod N) by linear_combination -h2M,
      Complex.conj_mul', Complex.conj_mul']
  · rintro y ⟨hy0, hyM⟩
    exact if_neg fun h => (hsol y h).elim hy0 hyM

end

end DiscreteWigner
```

In the proof, `hsol` finds the two solutions and `Fintype.sum_eq_add` keeps their two terms. This is the failure seen on the ten-site ring, where \(M=5\).

The results concern this one definition of \(W\), for pure states of one particle on a finite one-dimensional ring. They don't treat density matrices, time evolution or the continuum limit, and they don't say that \(W\) is non-negative.

## Computing W with a fast Fourier transform

In code, one builds for each \(x\) the array \(f_x(y)=\overline{\psi(x-y)}\,\psi(x+y)\), with indices taken modulo \(N\), and applies a forward transform without prefactor,
\[
F_x(q)=\sum_y f_x(y)\,e^{-2\pi i qy/N}.
\]
Then \(W(x,k)=F_x(2k \bmod N)/N\). The factor 2 in the index matters. For odd \(N>1\) the map \(k\mapsto 2k\) permutes the bins, and reading bin \(k\) instead of bin \(2k\) mislabels the momenta. For even \(N\) it visits only the even bins, each twice, and the ghost density appears.

On an odd grid the theorem supplies three tests of such a routine: the imaginary parts should vanish to rounding error, the sums over \(k\) should reproduce \(|\psi(x)|^2\), and the sums over \(x\) should reproduce \(|\hat\psi(k)|^2/N\).

```lean
#print axioms DiscreteWigner.phase_eq_exp
#print axioms DiscreteWigner.wigner_real_and_marginals
#print axioms DiscreteWigner.wigner_overlap
#print axioms DiscreteWigner.sum_momentum_even
```

```
'DiscreteWigner.phase_eq_exp' depends on axioms: [propext, Classical.choice, Quot.sound]
'DiscreteWigner.wigner_real_and_marginals' depends on axioms: [propext, Classical.choice, Quot.sound]
'DiscreteWigner.wigner_overlap' depends on axioms: [propext, Classical.choice, Quot.sound]
'DiscreteWigner.sum_momentum_even' depends on axioms: [propext, Classical.choice, Quot.sound]
```
